# On an infinite chain with unit hopping, a nonzero single-site impurity V binds a state outside the band exactly at E = sign(V) √(V² + 4)

Take an infinite chain with unit hopping, put an on-site energy of 3/2 on site 0, and try the amplitudes ψ(j) = (1/2)^|j|. At site 0 the two neighbours and the impurity contribute

1/2 + 1/2 + 3/2 = 5/2,

and at every other site the neighbours contribute (1/2 + 2) ψ(j) = (5/2) ψ(j). So this is a localised state at E = 5/2, above the band, which runs from −2 to 2.

For a general real impurity strength V ≠ 0, I believe that the only energy outside the band with a bounded state is E = sign(V) √(V² + 4). Can this be made rigorous in both directions, and checked in Lean?

## Two decaying tails that meet at the impurity

Yes. The equation, for all integers j, is

ψ(j+1) + ψ(j−1) + V δ(j,0) ψ(j) = E ψ(j).

Suppose first that |E| > 2 and that ψ is a nonzero solution with |ψ(j)| ≤ C for all j. The clean chain has exponential solutions r^j when

r² + 1 = E r.

The two roots are real and distinct and their product is 1, so one of them has |r| < 1. Call that one r; it is not zero, and E = r + 1/r.

On the right half of the chain write φ(n) = ψ(n) for n ≥ 0. The equation at site n+1 does not contain the impurity:

φ(n+2) + φ(n) = E φ(n+1).

Set d(n) = φ(n+1) − r φ(n). Then

d(n+1) = (E − r) φ(n+1) − φ(n) = (1/r) φ(n+1) − φ(n) = d(n)/r.

Hence d(k) = rⁿ d(k+n) for all k and n, and since |d(k+n)| ≤ 2C,

|d(k)| ≤ 2C |r|ⁿ → 0 as n → ∞.

So d(k) = 0 for every k, which gives φ(n) = φ(0) rⁿ. The left half, with φ(n) = ψ(−n), obeys the same recurrence. Together,

ψ(j) = ψ(0) r^|j|.

Since ψ is not zero, ψ(0) ≠ 0. Dividing the equation at site 0 by ψ(0) leaves

2r + V = E.

With E = 1/r + r this means V = 1/r − r, and therefore

E² − V² = 4 and E V = 1/r² − r² > 0.

The energy thus has magnitude √(V² + 4) and the sign of V.

Conversely, let V ≠ 0 and E = sign(V) √(V² + 4), so that E² = V² + 4 and E V > 0. Define r = (E − V)/2. Then

r² − E r + 1 = (V² − E² + 4)/4 = 0.

Moreover (E V)² = V⁴ + 4V² > V⁴, so E V > V², and

r² = (E² − 2 E V + V²)/4 = 1 − (E V − V²)/2 < 1.

The profile r^|j| is therefore bounded. It solves the equation at site 0 because 2r + V = E, and at the other sites because r + 1/r = E.

The weight of the state follows from a geometric series:

Σ |ψ(j)|² = |ψ(0)|² (1 + r²)/(1 − r²) = |ψ(0)|² E/V.

After normalisation, the impurity site carries the share V/E = |V|/√(V² + 4), which is 3/5 in the example above.

## What `impurity_bound_state_iff` says

For real `V` and `E` with `2 < |E|`, there is a function `ψ : ℤ → ℂ` that is not identically zero, is bounded and solves the chain equation if and only if `E = Real.sign V * Real.sqrt (V ^ 2 + 4)`.

The integers label the sites, and `ψ j` is the complex amplitude on site j. `SolvesImpurityChain V E ψ` is the stationary Schrödinger equation site by site, with energies in units of the hopping and the clean on-site energy at zero. `BoundedAmplitude ψ` is a single bound for the whole chain; it rules out the solutions that grow exponentially away from the impurity. The hypothesis `2 < |E|` places the energy outside the band of the clean chain.

The theorem does not assume V ≠ 0. At V = 0 Lean's sign is 0, the formula reads E = 0, and the hypothesis on E excludes that, so neither side holds: a clean chain has no bounded state outside its band.

A second theorem, `bound_state_weight`, says that for any nonzero bounded solution with |E| > 2 the sum of `‖ψ j‖ ^ 2` over all sites converges to `‖ψ 0‖ ^ 2 * (E / V)`.

Energies inside the band or at its edges are not treated, and neither is the spectrum of a Hamiltonian as an operator. Within this non-interacting, single-orbital model, the formula gives a reference value for the level of a single-site defect computed on a long finite chain, provided both ends are so far from the defect that the profile r^|j| is negligible there.

```lean
import Mathlib

open Filter Topology

namespace ImpurityBoundState

/-- The stationary equation of the infinite chain with unit hopping and a single impurity
of strength `V` at site `0`, at energy `E`. -/
def SolvesImpurityChain (V E : ℝ) (ψ : ℤ → ℂ) : Prop :=
  ∀ j : ℤ, ψ (j + 1) + ψ (j - 1) + (if j = 0 then (V : ℂ) else 0) * ψ j = (E : ℂ) * ψ j

/-- The amplitude stays below a fixed bound along the whole chain. -/
def BoundedAmplitude (ψ : ℤ → ℂ) : Prop :=
  ∃ C : ℝ, ∀ j : ℤ, ‖ψ j‖ ≤ C

/-- For an energy with `|E| > 2` the characteristic equation `r² + 1 = E r` of the clean chain
has a real root of modulus less than one. -/
theorem exists_decaying_root {E : ℝ} (hE : 2 < |E|) :
    ∃ r : ℝ, r ^ 2 + 1 = E * r ∧ |r| < 1 := by
  have key : ∀ x : ℝ, 2 < x → ∃ r : ℝ, r ^ 2 + 1 = x * r ∧ |r| < 1 := by
    intro x hx
    have hs : Real.sqrt (x ^ 2 - 4) ^ 2 = x ^ 2 - 4 := Real.sq_sqrt (by nlinarith)
    have hs0 := Real.sqrt_nonneg (x ^ 2 - 4)
    generalize Real.sqrt (x ^ 2 - 4) = s at hs hs0
    have h1 : s < x := by nlinarith
    have h2 : x - 2 < s := by nlinarith
    exact ⟨(x - s) / 2, by linear_combination hs / 4,
      abs_lt.2 ⟨by linarith, by linarith⟩⟩
  rcases lt_abs.1 hE with h | h
  · exact key E h
  · obtain ⟨r, hr, h1⟩ := key (-E) h
    exact ⟨-r, by linear_combination hr, by rwa [abs_neg]⟩

/-- On a clean half chain, a bounded solution is a pure exponential built from the
decaying root `r`. -/
theorem half_chain_decay {E r C : ℝ} (hr : r ^ 2 + 1 = E * r) (h1 : |r| < 1) {φ : ℕ → ℂ}
    (hC : ∀ n, ‖φ n‖ ≤ C) (h : ∀ n, φ (n + 2) + φ n = (E : ℂ) * φ (n + 1)) (n : ℕ) :
    φ n = φ 0 * (r : ℂ) ^ n := by
  have hc : (r : ℂ) ^ 2 + 1 = E * r := by exact_mod_cast hr
  -- the growing component at site k is r^n times the one at site k + n
  have step : ∀ k n : ℕ, φ (k + 1) - r * φ k
      = (r : ℂ) ^ n * (φ (k + n + 1) - r * φ (k + n)) := by
    intro k n
    induction n with
    | zero => simp
    | succ n ih =>
      refine ih.trans ?_
      show _ = (r : ℂ) ^ (n + 1) * (φ (k + n + 2) - r * φ (k + n + 1))
      linear_combination (-(r : ℂ) ^ (n + 1)) * h (k + n) + (r : ℂ) ^ n * φ (k + n + 1) * hc
  -- boundedness therefore removes the growing component
  have next : ∀ k : ℕ, φ (k + 1) = r * φ k := by
    intro k
    have hb : ∀ n : ℕ, ‖φ (k + 1) - r * φ k‖ ≤ |r| ^ n * (2 * C) := by
      intro n
      rw [step k n, norm_mul, norm_pow, Complex.norm_real, Real.norm_eq_abs]
      refine mul_le_mul_of_nonneg_left ?_ (by positivity)
      have e1 := norm_sub_le (φ (k + n + 1)) (r * φ (k + n))
      have e2 : ‖(r : ℂ) * φ (k + n)‖ ≤ ‖φ (k + n)‖ := by
        rw [norm_mul, Complex.norm_real, Real.norm_eq_abs]
        exact mul_le_of_le_one_left (norm_nonneg _) h1.le
      linarith [hC (k + n + 1), hC (k + n)]
    have ht := (tendsto_pow_atTop_nhds_zero_of_lt_one (abs_nonneg r) h1).mul_const (2 * C)
    have h0 := ge_of_tendsto' ht hb
    rw [zero_mul] at h0
    exact sub_eq_zero.1 (norm_le_zero_iff.1 h0)
  induction n with
  | zero => simp
  | succ n ih => rw [next n, ih]; ring

/-- With an impurity at site `0`, a bounded solution falls off as `r ^ |j|` on both sides. -/
theorem two_sided_decay {V E r : ℝ} (hr : r ^ 2 + 1 = E * r) (h1 : |r| < 1) {ψ : ℤ → ℂ}
    (hψ : SolvesImpurityChain V E ψ) (hb : BoundedAmplitude ψ) (j : ℤ) :
    ψ j = ψ 0 * (r : ℂ) ^ j.natAbs := by
  obtain ⟨C, hC⟩ := hb
  have right : ∀ n : ℕ, ψ (n : ℤ) = ψ 0 * (r : ℂ) ^ n := by
    intro n
    have := half_chain_decay hr h1 (φ := fun n : ℕ => ψ (n : ℤ)) (fun n => hC n) (fun n => by
      have h := hψ ((n : ℤ) + 1)
      have h0 : (n : ℤ) + 1 ≠ 0 := by omega
      have e1 : (n : ℤ) + 1 + 1 = ((n + 2 : ℕ) : ℤ) := by omega
      have e2 : (n : ℤ) + 1 - 1 = (n : ℤ) := by omega
      have e3 : (n : ℤ) + 1 = ((n + 1 : ℕ) : ℤ) := by omega
      rw [if_neg h0, e1, e2, e3, zero_mul, add_zero] at h
      exact h) n
    simpa using this
  have left : ∀ n : ℕ, ψ (-(n : ℤ)) = ψ 0 * (r : ℂ) ^ n := by
    intro n
    have := half_chain_decay hr h1 (φ := fun n : ℕ => ψ (-(n : ℤ))) (fun n => hC _) (fun n => by
      have h := hψ (-((n : ℤ) + 1))
      have h0 : -((n : ℤ) + 1) ≠ 0 := by omega
      have e1 : -((n : ℤ) + 1) + 1 = -(n : ℤ) := by omega
      have e2 : -((n : ℤ) + 1) - 1 = -((n + 2 : ℕ) : ℤ) := by omega
      have e3 : -((n : ℤ) + 1) = -((n + 1 : ℕ) : ℤ) := by omega
      rw [if_neg h0, e1, e2, e3, zero_mul, add_zero] at h
      exact (add_comm _ _).trans h) n
    simpa using this
  rcases Int.natAbs_eq j with h | h
  · have := right j.natAbs
    rwa [← h] at this
  · have := left j.natAbs
    rwa [← h] at this

/-- A nonzero bounded solution with `|E| > 2` has `E² = V² + 4`, with `E` and `V` of the same
sign, and its amplitude is `ψ 0 * ((E - V) / 2) ^ |j|`. -/
theorem bound_state_form {V E : ℝ} (hE : 2 < |E|) {ψ : ℤ → ℂ} (hne : ψ ≠ 0)
    (hb : BoundedAmplitude ψ) (hψ : SolvesImpurityChain V E ψ) :
    E ^ 2 = V ^ 2 + 4 ∧ 0 < E * V ∧
      ∀ j : ℤ, ψ j = ψ 0 * (((E - V) / 2 : ℝ) : ℂ) ^ j.natAbs := by
  obtain ⟨r, hr, h1⟩ := exists_decaying_root hE
  have hp := two_sided_decay hr h1 hψ hb
  have h0 : ψ 0 ≠ 0 := by
    intro h0
    apply hne
    funext j
    rw [hp j, h0, zero_mul, Pi.zero_apply]
  -- the equation at the impurity site fixes r
  have hV : 2 * r + V = E := by
    have h := hψ 0
    have a1 : ψ (0 + 1) = ψ 0 * r := by simpa using hp (0 + 1)
    have a2 : ψ (0 - 1) = ψ 0 * r := by simpa using hp (0 - 1)
    rw [if_pos rfl, a1, a2] at h
    apply Complex.ofReal_injective
    push_cast
    apply mul_left_cancel₀ h0
    linear_combination h
  refine ⟨by linear_combination (-(E - 2 * r + V)) * hV - 4 * hr, ?_, ?_⟩
  · have hr2 : r ^ 2 < 1 := (sq_lt_one_iff_abs_lt_one r).2 h1
    have a : r * E = 1 + r ^ 2 := by linarith
    have b : r * V = 1 - r ^ 2 := by linear_combination r * hV - hr
    have key : r ^ 2 * (E * V) = (1 + r ^ 2) * (1 - r ^ 2) := by
      rw [← a, ← b]; ring
    have hpos : 0 < (1 + r ^ 2) * (1 - r ^ 2) := mul_pos (by positivity) (by linarith)
    by_contra hn
    nlinarith [mul_nonneg (sq_nonneg r) (neg_nonneg.2 (not_lt.1 hn))]
  · have e : (E - V) / 2 = r := by linarith
    rw [e]
    exact hp

/-- If `E² = V² + 4` and `E`, `V` have the same sign, the factor `(E - V) / 2` has modulus
less than one. -/
theorem decay_factor_lt_one {V E : ℝ} (h : E ^ 2 = V ^ 2 + 4) (hs : 0 < E * V) :
    |(E - V) / 2| < 1 := by
  have hV : V ≠ 0 := by rintro rfl; simp at hs
  have hV2 : 0 < V ^ 2 := by positivity
  have h1 : (E * V) ^ 2 = V ^ 2 * V ^ 2 + 4 * V ^ 2 := by rw [mul_pow, h]; ring
  have h2 : V ^ 2 < E * V := by
    by_contra hn
    nlinarith [not_lt.1 hn]
  apply (sq_lt_one_iff_abs_lt_one _).1
  nlinarith

/-- If `E² = V² + 4`, the profile `((E - V) / 2) ^ |j|` solves the impurity chain. -/
theorem exponential_solution {V E : ℝ} (h : E ^ 2 = V ^ 2 + 4) :
    SolvesImpurityChain V E (fun j => (((E - V) / 2 : ℝ) : ℂ) ^ j.natAbs) := by
  obtain ⟨r, hr⟩ : ∃ r : ℝ, r = (E - V) / 2 := ⟨_, rfl⟩
  have hq : r ^ 2 + 1 = E * r := by rw [hr]; linear_combination -h / 4
  have hc : (r : ℂ) ^ 2 + 1 = E * r := by exact_mod_cast hq
  have hV : 2 * r + V = E := by rw [hr]; ring
  have hVc : 2 * (r : ℂ) + V = E := by exact_mod_cast hV
  rw [← hr]
  intro j
  rcases eq_or_ne j 0 with rfl | hj
  · have e1 : ((0 : ℤ) + 1).natAbs = 1 := rfl
    have e2 : ((0 : ℤ) - 1).natAbs = 1 := rfl
    simp only [e1, e2, Int.natAbs_zero, if_true, pow_one, pow_zero]
    linear_combination hVc
  · -- away from the impurity the two neighbours sit at distances n and n + 2
    obtain ⟨n, hn⟩ : ∃ n : ℕ, j.natAbs = n + 1 := ⟨j.natAbs - 1, by omega⟩
    have hsum : (r : ℂ) ^ (j + 1).natAbs + (r : ℂ) ^ (j - 1).natAbs
        = (r : ℂ) ^ (n + 2) + (r : ℂ) ^ n := by
      rcases lt_or_gt_of_ne hj with h | h
      · have e1 : (j + 1).natAbs = n := by omega
        have e2 : (j - 1).natAbs = n + 2 := by omega
        rw [e1, e2, add_comm]
      · have e1 : (j + 1).natAbs = n + 2 := by omega
        have e2 : (j - 1).natAbs = n := by omega
        rw [e1, e2]
    simp only [if_neg hj, hn]
    linear_combination hsum + (r : ℂ) ^ n * hc

/-- For `V ≠ 0`, the energy `sign(V) √(V² + 4)` is the one with `E² = V² + 4` and the sign
of `V`. -/
theorem energy_iff {V E : ℝ} (hV : V ≠ 0) :
    E = Real.sign V * Real.sqrt (V ^ 2 + 4) ↔ E ^ 2 = V ^ 2 + 4 ∧ 0 < E * V := by
  have hs : Real.sqrt (V ^ 2 + 4) ^ 2 = V ^ 2 + 4 := Real.sq_sqrt (by positivity)
  have hs0 : 0 < Real.sqrt (V ^ 2 + 4) := Real.sqrt_pos.2 (by positivity)
  generalize Real.sqrt (V ^ 2 + 4) = s at hs hs0
  have split : E ^ 2 = V ^ 2 + 4 → E = s ∨ E = -s := fun h =>
    sq_eq_sq_iff_eq_or_eq_neg.1 (h.trans hs.symm)
  rcases lt_or_gt_of_ne hV with h | h
  · rw [Real.sign_of_neg h]
    constructor
    · rintro rfl
      exact ⟨by linear_combination hs, by nlinarith [mul_pos hs0 (neg_pos.2 h)]⟩
    · rintro ⟨h1, h2⟩
      rcases split h1 with e | e
      · rw [e] at h2
        nlinarith [mul_pos hs0 (neg_pos.2 h)]
      · linarith
  · rw [Real.sign_of_pos h]
    constructor
    · rintro rfl
      exact ⟨by linear_combination hs, by nlinarith [mul_pos hs0 h]⟩
    · rintro ⟨h1, h2⟩
      rcases split h1 with e | e
      · linarith
      · rw [e] at h2
        nlinarith [mul_pos hs0 h]

/-- For real `V` and real `E` with `|E| > 2`, the chain with one impurity of strength `V` has a
nonzero bounded solution exactly when `E = sign(V) √(V² + 4)`. -/
theorem impurity_bound_state_iff {V E : ℝ} (hE : 2 < |E|) :
    (∃ ψ : ℤ → ℂ, ψ ≠ 0 ∧ BoundedAmplitude ψ ∧ SolvesImpurityChain V E ψ) ↔
      E = Real.sign V * Real.sqrt (V ^ 2 + 4) := by
  constructor
  · rintro ⟨ψ, hne, hb, hψ⟩
    obtain ⟨h1, h2, -⟩ := bound_state_form hE hne hb hψ
    have hV : V ≠ 0 := by rintro rfl; simp at h2
    exact (energy_iff hV).2 ⟨h1, h2⟩
  · intro h
    have hV : V ≠ 0 := by
      rintro rfl
      rw [Real.sign_zero, zero_mul] at h
      rw [h, abs_zero] at hE
      linarith
    obtain ⟨h1, h2⟩ := (energy_iff hV).1 h
    refine ⟨_, ?_, ⟨1, fun j => ?_⟩, exponential_solution h1⟩
    · intro h0
      have := congrFun h0 0
      simp at this
    · rw [norm_pow, Complex.norm_real, Real.norm_eq_abs]
      exact pow_le_one₀ (abs_nonneg _) (decay_factor_lt_one h1 h2).le

/-- The total weight of a nonzero bounded solution with `|E| > 2` is `E / V` times its weight
on the impurity site. -/
theorem bound_state_weight {V E : ℝ} (hE : 2 < |E|) {ψ : ℤ → ℂ} (hne : ψ ≠ 0)
    (hb : BoundedAmplitude ψ) (hψ : SolvesImpurityChain V E ψ) :
    HasSum (fun j : ℤ => ‖ψ j‖ ^ 2) (‖ψ 0‖ ^ 2 * (E / V)) := by
  obtain ⟨h1, h2, hp⟩ := bound_state_form hE hne hb hψ
  have hV : V ≠ 0 := by rintro rfl; simp at h2
  have hlt := decay_factor_lt_one h1 h2
  obtain ⟨r, hr⟩ : ∃ r : ℝ, r = (E - V) / 2 := ⟨_, rfl⟩
  rw [← hr] at hp hlt
  have hq : r ^ 2 < 1 := (sq_lt_one_iff_abs_lt_one r).2 hlt
  have a : r * E = 1 + r ^ 2 := by rw [hr]; linear_combination h1 / 4
  have b : r * V = 1 - r ^ 2 := by rw [hr]; linear_combination h1 / 4
  have hn : ∀ j : ℤ, ‖ψ j‖ ^ 2 = ‖ψ 0‖ ^ 2 * (r ^ 2) ^ j.natAbs := by
    intro j
    rw [hp j, norm_mul, norm_pow, Complex.norm_real, Real.norm_eq_abs, mul_pow, ← pow_mul,
      mul_comm j.natAbs 2, pow_mul, sq_abs]
  -- two geometric series: sites j ≥ 0 and sites j < 0
  have hg := hasSum_geometric_of_lt_one (sq_nonneg r) hq
  have hA := hg.mul_left (‖ψ 0‖ ^ 2)
  have hB := hg.mul_left (‖ψ 0‖ ^ 2 * r ^ 2)
  have eA : (fun n : ℕ => ‖ψ (n : ℤ)‖ ^ 2) = fun n : ℕ => ‖ψ 0‖ ^ 2 * (r ^ 2) ^ n := by
    funext n
    have e : (n : ℤ).natAbs = n := by omega
    rw [hn, e]
  have eB : (fun n : ℕ => ‖ψ (-((n : ℤ) + 1))‖ ^ 2)
      = fun n : ℕ => ‖ψ 0‖ ^ 2 * r ^ 2 * (r ^ 2) ^ n := by
    funext n
    have e : (-((n : ℤ) + 1)).natAbs = n + 1 := by omega
    rw [hn, e]
    ring
  rw [← eA] at hA
  rw [← eB] at hB
  have hsum := HasSum.of_nat_of_neg_add_one (f := fun j : ℤ => ‖ψ j‖ ^ 2) hA hB
  have hd : (1 - r ^ 2) ≠ 0 := by linarith [hq] |> fun h : 0 < 1 - r ^ 2 => h.ne'
  have hEV : E / V = (1 + r ^ 2) * (1 - r ^ 2)⁻¹ := by
    rw [← div_eq_mul_inv, div_eq_div_iff hV hd]
    linear_combination (-E) * b + V * a
  have htot : ‖ψ 0‖ ^ 2 * (E / V)
      = ‖ψ 0‖ ^ 2 * (1 - r ^ 2)⁻¹ + ‖ψ 0‖ ^ 2 * r ^ 2 * (1 - r ^ 2)⁻¹ := by
    rw [hEV]; ring
  rw [htot]
  exact hsum

end ImpurityBoundState
```

```lean
#print axioms ImpurityBoundState.impurity_bound_state_iff
-- 'ImpurityBoundState.impurity_bound_state_iff' depends on axioms: [propext, Classical.choice, Quot.sound]
#print axioms ImpurityBoundState.bound_state_weight
-- 'ImpurityBoundState.bound_state_weight' depends on axioms: [propext, Classical.choice, Quot.sound]
```

## How the lemmas follow the derivation

`exists_decaying_root` supplies r. For x > 2 it takes (x − s)/2 with s = √(x² − 4), and the bounds x − 2 < s < x put this root between 0 and 1. Negative energies follow by changing the sign of both E and r.

`half_chain_decay` is the argument with d(n). Its inner statement `step` is d(k) = rⁿ d(k+n), proved by induction on n without dividing by r. The statement `next` bounds the right-hand side by |r|ⁿ · 2C and lets n grow, which forces φ(k+1) = r φ(k). `two_sided_decay` applies this to ψ(n) and to ψ(−n); most of its lines identify integer site labels with natural numbers.

`bound_state_form` reads off 2r + V = E at site 0 and derives E² = V² + 4. For the sign it uses the relation for E V multiplied by r²,

r² E V = (1 + r²)(1 − r²) > 0.

It also records the profile, so at a given energy the bound state is unique up to a factor.

For the converse, `decay_factor_lt_one` proves |(E − V)/2| < 1 through E V > V², and `exponential_solution` checks the equation, treating j = 0 separately from the sites whose neighbours lie at distances n and n + 2. `energy_iff` translates between the signed square root and the pair E² = V² + 4, E V > 0, by cases on the sign of V. The main theorem joins these parts. `bound_state_weight` adds two geometric series, one for j ≥ 0 and one for j < 0.

## An impurity at the end of a chain, and square-summable states

The same matching handles a half-infinite chain with the impurity on its end site, though the file does not contain this case. The end site has one neighbour, so its equation is r + V = E, and hence V = 1/r. A bound state outside the band then exists only for |V| > 1, at E = V + 1/V, whereas on the full chain every nonzero V binds.

The statement could also have asked for square-summable amplitudes in place of bounded ones. Outside the band the answer is the same, because the bounded solutions found here are already square-summable. The difference appears inside the band, for |E| < 2, where every nonzero solution is a combination of plane waves on each side of the impurity, bounded but not square-summable. At the edges E = ±2 the solutions are linear in j on each side, up to an alternating sign for E = −2, and a nonzero one is not square-summable either. With square-summable amplitudes the condition |E| > 2 would therefore become unnecessary, at the price of a separate argument for |E| ≤ 2 and an explicit assumption V ≠ 0.
